# The transition dipole between two Slater determinants is origin independent exactly when the system is neutral or the determinants are orthogonal

## Orbitals, overlaps and signs

Two states of the same n electrons are each described by one Slater determinant, Φ built from real spin orbitals φ_i and Ψ from real spin orbitals ψ_j. The two sets need not be orthogonal to each other, as happens when a ground state and a core-excited state are optimised separately. One Cartesian component of position is a linear operator X on the orbital space, and

S_ij = ⟨φ_i|ψ_j⟩,  D_ij = ⟨φ_i|Xψ_j⟩.

Rows belong to φ and columns to ψ. In Lean, the finite type `n` labels the orbitals and `Fintype.card n` is the number of electrons. The orbitals are vectors of a real inner product space `E`, and the finite type `N` labels the nuclei.

```lean
import Mathlib

open Matrix Finset

namespace LowdinTransitionDipole

noncomputable section

variable {n : Type*} [Fintype n] [DecidableEq n]
variable {E : Type*} [NormedAddCommGroup E] [InnerProductSpace ℝ E]
variable {N : Type*} [Fintype N]
```

Expanding both determinants, with permutations π and τ, gives

⟨Φ|Σ_l X(l)|Ψ⟩ = (1/n!) Σ_π Σ_τ sgn(π) sgn(τ) Σ_l D_π(l)τ(l) ∏_{m≠l} S_π(m)τ(m),

where X(l) acts on electron l. Put σ = πτ⁻¹ and k = τ(l). The summand then depends on σ and k only, so the sum over τ gives a factor n!, which cancels the prefactor:

⟨Φ|Σ_l X(l)|Ψ⟩ = Σ_σ sgn(σ) Σ_k D_σ(k)k ∏_{i≠k} S_σ(i)i.

The same expansion without X gives ⟨Φ|Ψ⟩ = det S. The file takes the signed sum as its definition of the matrix element, so the reduction just given is an argument by hand.

```lean
/-- The dipole matrix element between two Slater determinants, expanded over permutations: in each
term one column `k` contributes a dipole integral, all other columns contribute overlaps. -/
def slaterDipole (S D : Matrix n n ℝ) : ℝ :=
  ∑ σ : Equiv.Perm n, ((Equiv.Perm.sign σ : ℤ) : ℝ) *
    ∑ k, D (σ k) k * ∏ i ∈ univ.erase k, S (σ i) i
```

Löwdin's expression for the same quantity is

T(D) = trace(D adj S),

where adj S is the adjugate, the transposed matrix of cofactors.

```lean
/-- Löwdin's expression for the transition dipole: the trace of the dipole matrix times the
adjugate of the overlap matrix. -/
def lowdinDipole (S D : Matrix n n ℝ) : ℝ := (D * adjugate S).trace
```

The next two definitions build S and D from the orbitals. `X` is any linear map of `E` into itself. Multiplication by a coordinate qualifies if `E` consists of all functions that stay square integrable after multiplication by any power of that coordinate. For a finite basis, its projection onto the span of the basis has the same matrix elements.

```lean
/-- The overlap matrix between the orbitals `φ` of one state and the orbitals `ψ` of another. -/
def overlap (φ ψ : n → E) : Matrix n n ℝ :=
  Matrix.of fun i j => inner ℝ (φ i) (ψ j)

/-- The matrix of the position operator `X` between the orbitals `φ` and `ψ`. -/
def dipole (X : E →ₗ[ℝ] E) (φ ψ : n → E) : Matrix n n ℝ :=
  Matrix.of fun i j => inner ℝ (φ i) (X (ψ j))
```

Nuclei with charges Z_A sit at coordinates R_A. In atomic units, with electron charge −1, the full transition dipole is

μ = (Σ_A Z_A R_A) det S − T(D).

The nuclear dipole is a constant for the electrons, so between Φ and Ψ it is multiplied by their overlap.

```lean
/-- The full transition dipole in atomic units: nuclei of charges `Z` at coordinates `R`,
weighted by the overlap of the two determinants, minus the electronic part. -/
def totalDipole (X : E →ₗ[ℝ] E) (φ ψ : n → E) (Z R : N → ℝ) : ℝ :=
  (∑ A, Z A * R A) * (overlap φ ψ).det - slaterDipole (overlap φ ψ) (dipole X φ ψ)
```

Neither orbital set is required to be orthonormal in itself. If G_φ and G_ψ are the matrices of inner products within each set, the values for normalised states follow on dividing det S, T and μ by √(det G_φ · det G_ψ), provided that each set is linearly independent. This divisor is 1 for orthonormal sets and does not depend on the origin.

## The overlap matrix may be singular

S is singular exactly when the two determinants are orthogonal, a common situation for states of different symmetry. No assumption of invertibility is made, and the adjugate is what makes this possible.

Fix k in the signed sum. What remains is the Leibniz expansion of the determinant of S with column k replaced by column k of D. Expanding along that column gives

Σ_i D_ik C_ik = Σ_i (adj S)_ki D_ik = (adj S · D)_kk,

where C_ik is the cofactor of S_ik. Summing over k gives trace(adj S · D), which equals trace(D adj S) by cyclicity.

`slaterDipole_eq_lowdinDipole` states this for all real square matrices S and D. Its step `col` treats one k. Cramer's rule, through `Matrix.cramer_apply`, identifies the diagonal entry with the determinant of `S.updateCol k`, and `Matrix.det_apply'` expands that determinant. `Finset.mul_prod_erase` then separates the factor from column k, leaving overlaps in all other columns. Finally `Finset.sum_comm` exchanges the sums over σ and k.

```lean
/-- The dipole matrix element between two Slater determinants equals Löwdin's adjugate formula,
for any overlap matrix, singular or not. -/
theorem slaterDipole_eq_lowdinDipole (S D : Matrix n n ℝ) :
    slaterDipole S D = lowdinDipole S D := by
  -- the terms with the dipole integral in column `k` add up to a determinant with that column replaced
  have col : ∀ k, ∑ σ : Equiv.Perm n, ((Equiv.Perm.sign σ : ℤ) : ℝ) *
      (D (σ k) k * ∏ i ∈ univ.erase k, S (σ i) i) = (adjugate S * D) k k := by
    intro k
    have h : (adjugate S * D) k k = (S.updateCol k (fun i => D i k)).det := by
      rw [← Matrix.cramer_apply, Matrix.cramer_eq_adjugate_mulVec]
      rfl
    rw [h, Matrix.det_apply']
    refine Finset.sum_congr rfl fun σ _ => ?_
    rw [← Finset.mul_prod_erase univ _ (Finset.mem_univ k), Matrix.updateCol_self]
    congr 2
    refine Finset.prod_congr rfl fun i hi => ?_
    rw [Matrix.updateCol_ne (Finset.ne_of_mem_erase hi)]
  unfold slaterDipole lowdinDipole
  rw [Matrix.trace_mul_comm]
  simp only [Finset.mul_sum]
  rw [Finset.sum_comm]
  exact Finset.sum_congr rfl fun k _ => col k
```

For invertible S one may write T = det S · trace(D S⁻¹). For singular S that form is unavailable, although T can be nonzero: with S = diag(1, 0), T = D_22.

The same generality holds for the derivative formula. If every ψ_j is replaced by ψ_j + x Xψ_j, with x a real parameter, the overlap of the determinants becomes det(S + xD). Its Leibniz expansion is

det(S + xD) = Σ_σ sgn(σ) ∏_i (S_σ(i)i + x D_σ(i)i).

By the product rule, the derivative at x = 0 replaces one factor at a time by its D entry. The result is the signed sum again, hence

d/dx det(S + xD) at x = 0 equals T(D).

`HasDerivAt` says both that the function is differentiable at 0 and that the derivative is this number. In the proof, `entry` differentiates one factor, `HasDerivAt.fun_finsetProd` is the product rule, and `HasDerivAt.fun_sum` adds the permutations.

```lean
/-- The Löwdin transition dipole is the first-order response of the determinant overlap when the
orbital overlap matrix is perturbed by the dipole matrix. -/
theorem hasDerivAt_det_overlap (S D : Matrix n n ℝ) :
    HasDerivAt (fun x : ℝ => (S + x • D).det) (lowdinDipole S D) 0 := by
  have entry : ∀ i j, HasDerivAt (fun x : ℝ => S i j + x * D i j) (D i j) 0 := by
    intro i j
    simpa using ((hasDerivAt_id (0 : ℝ)).mul_const (D i j)).const_add (S i j)
  rw [← slaterDipole_eq_lowdinDipole]
  simp only [Matrix.det_apply', Matrix.add_apply, Matrix.smul_apply, smul_eq_mul]
  unfold slaterDipole
  -- product rule in each term of the Leibniz expansion
  refine HasDerivAt.fun_sum fun σ _ => HasDerivAt.const_mul _ ?_
  have hp := HasDerivAt.fun_finsetProd (u := Finset.univ) (fun i _ => entry (σ i) i)
  exact hp.congr_deriv (by simp [mul_comm])
```

## Corresponding orbitals have a diagonal overlap

One theorem does restrict S: it takes S = diag(s), with s_i the overlap of φ_i with its partner ψ_i. Physically, each orbital of one state overlaps with at most one orbital of the other. Orbital sets can be brought to this form by a singular value decomposition of S, with orthogonal rotations within each set, which change the determinants by at most a sign.

By hand, diagonality removes every permutation except the identity. Any other permutation moves at least two indices, and only one of them can be absorbed by D, so an off-diagonal overlap remains as a factor. Thus

T(D) = Σ_k D_kk ∏_{i≠k} s_i.

If exactly one s_k vanishes, only the term with D_kk survives. If two or more vanish, T is zero. The proof uses the hypothesis through `Matrix.adjugate_diagonal`, which gives the adjugate as a diagonal matrix of these products, and then takes the trace.

```lean
/-- For corresponding orbitals, whose overlap matrix is diagonal with entries `s`, each electron
contributes its own dipole integral times the overlaps of all the other pairs. -/
theorem slaterDipole_corresponding (s : n → ℝ) (D : Matrix n n ℝ) :
    slaterDipole (Matrix.diagonal s) D = ∑ k, D k k * ∏ i ∈ univ.erase k, s i := by
  rw [slaterDipole_eq_lowdinDipole, lowdinDipole, Matrix.adjugate_diagonal]
  simp [Matrix.trace, Matrix.mul_diagonal]
```

Invertibility of S is not enough for the single sum. For two electrons with S_11 = S_22 = 0 and S_12 = S_21 = 1, the single sum gives 0, while T = −(D_12 + D_21).

## An origin shift changes D by a multiple of S

Moving the origin by a replaces X by X − a times the identity operator. The matrix of the identity operator between the two orbital sets is S, so D becomes D − aS. For the Löwdin expression this gives

T(D − aS) = trace(D adj S) − a trace(S adj S) = T(D) − a n det S,

because S adj S = det S · 1 and the trace of the n by n unit matrix is n. `lowdinDipole_shift` follows the same line: `Matrix.mul_adjugate` supplies the product and `Matrix.trace_one` supplies the electron count.

```lean
/-- Replacing the dipole matrix `D` by `D - a S` lowers the Löwdin transition dipole by `a` times
the number of electrons times the determinant of the overlap matrix. -/
theorem lowdinDipole_shift (S D : Matrix n n ℝ) (a : ℝ) :
    lowdinDipole S (D - a • S) = lowdinDipole S D - a * Fintype.card n * S.det := by
  unfold lowdinDipole
  rw [Matrix.sub_mul, Matrix.smul_mul, Matrix.mul_adjugate, Matrix.trace_sub,
    Matrix.trace_smul, Matrix.trace_smul, Matrix.trace_one, smul_eq_mul, smul_eq_mul]
  ring
```

That D does change in this way is the content of `dipole_shift`:

⟨φ_i|(X − a)ψ_j⟩ = D_ij − a S_ij.

The proof compares entries and uses linearity of the inner product in its second argument.

```lean
/-- Measuring position from a new origin `a` subtracts `a` times the overlap matrix from the
dipole matrix. -/
theorem dipole_shift {m : Type*} (X : E →ₗ[ℝ] E) (φ ψ : m → E) (a : ℝ) :
    dipole (X - a • LinearMap.id) φ ψ = dipole X φ ψ - a • overlap φ ψ := by
  ext i j
  simp [dipole, overlap, inner_sub_right, inner_smul_right]
```

If the unit matrix were subtracted in place of S, as though each φ_i overlapped only with ψ_i and with overlap 1, T would change by −a trace(adj S). For two electrons with S = diag(s_1, s_2) that is −a(s_1 + s_2), whereas the correct change is −2a s_1 s_2.

## Nuclei and electrons are measured from the same origin

A change of origin is a change of description, so it acts on all charges: R_A becomes R_A − a while X becomes X − a. With Q = Σ_A Z_A the total nuclear charge, and μ′ the transition dipole from the new origin,

μ′ = (Σ_A Z_A R_A − aQ) det S − (T(D) − a n det S)
  = μ − a(Q − n) det S.

`totalDipole_shift` states this with both replacements written out on its left-hand side. The nuclear replacement enters the proof in `hnuc`, and the electronic one through `dipole_shift`. The signed sums are then rewritten as Löwdin expressions so that `lowdinDipole_shift` applies, and `ring` collects the terms.

```lean
/-- When electrons and nuclei are both measured from a new origin `a`, the full transition dipole
changes by `-a` times the net charge times the overlap of the two determinants. -/
theorem totalDipole_shift (X : E →ₗ[ℝ] E) (φ ψ : n → E) (Z R : N → ℝ) (a : ℝ) :
    totalDipole (X - a • LinearMap.id) φ ψ Z (fun A => R A - a) =
      totalDipole X φ ψ Z R - a * (∑ A, Z A - Fintype.card n) * (overlap φ ψ).det := by
  have hnuc : ∑ A, Z A * (R A - a) = ∑ A, Z A * R A - (∑ A, Z A) * a := by
    simp only [mul_sub, Finset.sum_sub_distrib, Finset.sum_mul]
  unfold totalDipole
  rw [hnuc, dipole_shift, slaterDipole_eq_lowdinDipole, slaterDipole_eq_lowdinDipole,
    lowdinDipole_shift]
  ring
```

If only the electronic coordinate were shifted, μ would change by +a n det S, even in a neutral molecule. Leaving out the nuclear term altogether has the same effect on the origin dependence. The charges Z_A may be any real numbers, so effective core charges are allowed when n counts only the electrons treated explicitly.

## Neutrality or orthogonality

The remaining condition is Q = n or det S = 0: the system has no net charge, or the two determinants are orthogonal. Either one makes the change −a(Q − n) det S vanish for every a. Conversely, if μ is the same for all origins, the choice a = 1 gives

(Q − n) det S = 0,

and one of the factors must be zero.

`totalDipole_origin_independent_iff` is this equivalence. Its left side quantifies over all real `a`; its right side is the disjunction. The forward direction specialises to `h 1` and splits the product with `mul_eq_zero`. The backward direction substitutes whichever condition holds into `totalDipole_shift`.

When both conditions fail, the transition dipole follows the origin. A simple case is one electron in the field of total nuclear charge 2, with orbitals of overlap s ≠ 0: μ changes by −as. For core-level spectra of ions computed from one separately optimised determinant per state, this means that a nonzero overlap between the determinants makes the transition dipole, and in general the intensity derived from it, depend on where the molecule is placed.

The equivalence concerns real orbitals, a single determinant per state and equal electron numbers in both. Ionisation, where the final bound state has one electron fewer, would lead to a rectangular overlap matrix and falls under a different formula. The three Cartesian components can be treated one at a time.

```lean
/-- The full transition dipole is independent of the origin exactly when the total nuclear charge
equals the number of electrons or the two determinants are orthogonal. -/
theorem totalDipole_origin_independent_iff (X : E →ₗ[ℝ] E) (φ ψ : n → E) (Z R : N → ℝ) :
    (∀ a : ℝ, totalDipole (X - a • LinearMap.id) φ ψ Z (fun A => R A - a) =
      totalDipole X φ ψ Z R) ↔
    ∑ A, Z A = Fintype.card n ∨ (overlap φ ψ).det = 0 := by
  constructor
  · intro h
    -- a unit shift already shows that the net charge times the overlap vanishes
    have h1 := h 1
    rw [totalDipole_shift] at h1
    have h2 : (∑ A, Z A - (Fintype.card n : ℝ)) * (overlap φ ψ).det = 0 := by
      linarith
    rcases mul_eq_zero.mp h2 with hq | hd
    · exact Or.inl (sub_eq_zero.mp hq)
    · exact Or.inr hd
  · intro h a
    rw [totalDipole_shift]
    rcases h with hq | hd
    · rw [hq]
      ring
    · rw [hd]
      ring

end

end LowdinTransitionDipole
```

```lean
#print axioms LowdinTransitionDipole.hasDerivAt_det_overlap
-- 'LowdinTransitionDipole.hasDerivAt_det_overlap' depends on axioms: [propext, Classical.choice, Quot.sound]
#print axioms LowdinTransitionDipole.slaterDipole_corresponding
-- 'LowdinTransitionDipole.slaterDipole_corresponding' depends on axioms: [propext, Classical.choice, Quot.sound]
#print axioms LowdinTransitionDipole.totalDipole_origin_independent_iff
-- 'LowdinTransitionDipole.totalDipole_origin_independent_iff' depends on axioms: [propext, Classical.choice, Quot.sound]
```
